# The four-site complex filter (1/2, i/2, i/2, 1/2) is mirror symmetric and orthonormal to its even translates

The declaration concerns a complex filter on the integers with values 1/2, i/2, i/2, 1/2 at positions 0 to 3 and zero elsewhere. Read as amplitudes on a chain of sites, it has unit norm and is orthogonal to each of its translates by a nonzero even number of sites. The theorem also states that the filter is unchanged by the reflection n → 3 − n, without complex conjugation, and that its four entries on 0 to 3 are all nonzero. The proof tabulates the values, expands the overlap sum into four terms, and treats the shifts 2k separately for k = 0, k = 1, k = −1 and |k| ≥ 2.

As first written in Lean, the proof fails:

```lean
import Mathlib

open Finset

namespace ComplexFilterSymmetricOrthonormal

/-- A filter `h` supported on `0..N` that has unit norm and is orthogonal to all its
translates by nonzero even integers. -/
structure IsOrthonormalFilter {R : Type*} [CommRing R] [StarRing R]
    (N : ℤ) (h : ℤ → R) : Prop where
  support : ∀ n, n ∉ Icc 0 N → h n = 0
  orthonormal : ∀ k : ℤ,
    ∑ n ∈ Icc 0 N, h n * star (h (n + 2 * k)) = if k = 0 then 1 else 0

/-- The complex filter `(1/2, i/2, i/2, 1/2)` on the positions `0..3`. -/
noncomputable def complexFilter : ℤ → ℂ := fun n =>
  if n = 0 ∨ n = 3 then 1 / 2 else if n = 1 ∨ n = 2 then Complex.I / 2 else 0

/-- The complex filter `(1/2, i/2, i/2, 1/2)` is orthonormal and mirror symmetric, and its four
entries are all nonzero. -/
theorem complexFilter_symmetric_orthonormal :
    IsOrthonormalFilter 3 complexFilter ∧
      (∀ n, complexFilter (3 - n) = complexFilter n) ∧
      ∀ n ∈ Icc (0 : ℤ) 3, complexFilter n ≠ 0 := by
  have q0 : complexFilter 0 = 1 / 2 := by simp [complexFilter]
  have q1 : complexFilter 1 = Complex.I / 2 := by simp [complexFilter]
  have q2 : complexFilter 2 = Complex.I / 2 := by simp [complexFilter]
  have q3 : complexFilter 3 = 1 / 2 := by simp [complexFilter]
  have qz : ∀ n, n < 0 ∨ 3 < n → complexFilter n = 0 := fun n hn => by
    unfold complexFilter
    rw [if_neg (by omega), if_neg (by omega)]
  have s1 : star (1 / 2 : ℂ) = 1 / 2 := by simp
  have sI : star (Complex.I / 2) = -Complex.I / 2 := by simp
  have hsum : ∀ f : ℤ → ℂ, ∑ n ∈ Icc (0 : ℤ) 3, f n = f 0 + f 1 + f 2 + f 3 := by
    intro f
    rw [show Icc (0 : ℤ) 3 = {0, 1, 2, 3} by decide]
    simp [add_assoc]
  refine ⟨⟨fun n hn => qz n ?_, fun k => ?_⟩, fun n => ?_, fun n hn => ?_⟩
  · rw [mem_Icc] at hn
    omega
  · rw [hsum]
    have hk : k = 0 ∨ k = 1 ∨ k = -1 ∨ (2 ≤ k ∨ k ≤ -2) := by omega
    rcases hk with rfl | rfl | rfl | hk
    · norm_num only [q0, q1, q2, q3, s1, sI, ↓reduceIte]
      linear_combination (-1 / 2 : ℂ) * Complex.I_sq
    · rw [show (0 : ℤ) + 2 * 1 = 2 by norm_num, show (1 : ℤ) + 2 * 1 = 3 by norm_num,
        qz (2 + 2 * 1) (by norm_num), qz (3 + 2 * 1) (by norm_num),
        q0, q1, q2, q3, s1, sI, star_zero, if_neg (by norm_num)]
      ring
    · rw [show (2 : ℤ) + 2 * -1 = 0 by norm_num, show (3 : ℤ) + 2 * -1 = 1 by norm_num,
        qz (0 + 2 * -1) (by norm_num), qz (1 + 2 * -1) (by norm_num),
        q0, q1, q2, q3, s1, sI, star_zero, if_neg (by norm_num)]
      ring
    · rw [qz (0 + 2 * k) (by omega), qz (1 + 2 * k) (by omega), qz (2 + 2 * k) (by omega),
        qz (3 + 2 * k) (by omega), if_neg (by omega)]
      simp
  · have c1 : (3 - n = 0 ∨ 3 - n = 3) ↔ (n = 0 ∨ n = 3) := by omega
    have c2 : (3 - n = 1 ∨ 3 - n = 2) ↔ (n = 1 ∨ n = 2) := by omega
    simp only [complexFilter, c1, c2]
  · rw [mem_Icc] at hn
    have hn' : n = 0 ∨ n = 1 ∨ n = 2 ∨ n = 3 := by omega
    rcases hn' with rfl | rfl | rfl | rfl
    · simp [q0]
    · simp [q1]
    · simp [q2]
    · simp [q3]

end ComplexFilterSymmetricOrthonormal
```

The compiler's answer:

```
Main.lean:45:6: error: ring failed, ring expressions not equal
q0 : complexFilter 0 = 1 / 2
q1 : complexFilter 1 = Complex.I / 2
q2 : complexFilter 2 = Complex.I / 2
q3 : complexFilter 3 = 1 / 2
qz : ∀ (n : ℤ), n < 0 ∨ 3 < n → complexFilter n = 0
s1 : star (1 / 2) = 1 / 2
sI : star (Complex.I / 2) = -Complex.I / 2
hsum : ∀ (f : ℤ → ℂ), ∑ n ∈ Icc 0 3, f n = f 0 + f 1 + f 2 + f 3
⊢ (1 - if True then 1 else 0) = 0
```

Diagnosis. The error arises in the case k = 0, where the overlap is the squared norm and must equal 1. The right-hand side of the orthonormality condition is a conditional on k = 0. The `norm_num only` call turned its condition into `True` but left `if True then 1 else 0` standing, even though `↓reduceIte` was in its list. `linear_combination` then used `Complex.I_sq` to remove the i² terms, and its final `ring` check was left with `1 - if True then 1 else 0`. `ring` does not evaluate conditionals, so it treated this one as an opaque term and could not show the difference to be zero.

The added `rw [if_pos trivial]` replaces the conditional by its first branch, 1, with `trivial` as the proof of `True`. The goal is then purely algebraic, and the unchanged `linear_combination` closes it. Dropping `↓reduceIte` from the `norm_num` call is mere tidying, since it had not reduced this conditional.

This version goes through:

```diff
@@ -42,5 +42,6 @@
     have hk : k = 0 ∨ k = 1 ∨ k = -1 ∨ (2 ≤ k ∨ k ≤ -2) := by omega
     rcases hk with rfl | rfl | rfl | hk
-    · norm_num only [q0, q1, q2, q3, s1, sI, ↓reduceIte]
+    · norm_num only [q0, q1, q2, q3, s1, sI]
+      rw [if_pos trivial]
       linear_combination (-1 / 2 : ℂ) * Complex.I_sq
     · rw [show (0 : ℤ) + 2 * 1 = 2 by norm_num, show (1 : ℤ) + 2 * 1 = 3 by norm_num,
```
